# One step of delay halves the stable range of logarithmic population feedback

In a deterministic model of the mean walker population in diffusion Monte Carlo, the trial energy is the ground-state energy minus k/τ times the logarithm of the ratio of the population to its target, where τ is the time step. This feedback brings every positive population to the target if and only if 0 < k < 2. If the feedback uses the population from one step earlier, the condition becomes 0 < k < 1.

```lean
import Mathlib

open Filter Topology

namespace DelayedPopulationFeedback

noncomputable section

/-- Mean walker population after one time step `τ` at trial energy `ET`, for a system with
ground-state energy `E₀`. -/
def grow (E₀ τ ET N : ℝ) : ℝ := N * Real.exp (τ * (ET - E₀))

/-- Trial energy with logarithmic feedback of strength `k` on the population `N` relative to the
target `Nt`; meant for `τ ≠ 0` and positive `N`, `Nt`. -/
def trialEnergy (E₀ τ k Nt N : ℝ) : ℝ := E₀ - k / τ * Real.log (N / Nt)

/-- A population history in which the trial energy of each step is computed from the population
`d` steps earlier. -/
def IsControlled (d : ℕ) (E₀ τ k Nt : ℝ) (N : ℕ → ℝ) : Prop :=
  ∀ n, N (n + d + 1) = grow E₀ τ (trialEnergy E₀ τ k Nt (N n)) (N (n + d))

/-- The linear feedback recurrence with strength `k` and a delay of `d` steps. -/
def IsFeedback (d : ℕ) (k : ℝ) (x : ℕ → ℝ) : Prop :=
  ∀ n, x (n + d + 1) = x (n + d) - k * x n

/-- A quadratic form in two successive deviations `a`, `b`. -/
def storage (k a b : ℝ) : ℝ := b ^ 2 + k * a ^ 2 + k * (b - a) ^ 2

/-- The solution of the recurrence with one step of delay that starts from deviations 1, 1. -/
def probe (k : ℝ) : ℕ → ℝ
  | 0 => 1
  | 1 => 1
  | n + 2 => probe k (n + 1) - k * probe k n

/-- For a nonzero time step and a positive target, the population `Nt * exp x` obeys the control
law exactly when its logarithmic deviation `x` obeys the linear feedback recurrence. -/
theorem controlled_iff_feedback (d : ℕ) (E₀ k : ℝ) {τ Nt : ℝ} (hτ : τ ≠ 0) (hNt : 0 < Nt)
    (x : ℕ → ℝ) :
    IsControlled d E₀ τ k Nt (fun n => Nt * Real.exp (x n)) ↔ IsFeedback d k x := by
  unfold IsControlled IsFeedback grow trialEnergy
  refine forall_congr' fun n => ?_
  have h : τ * (k / τ) = k := by field_simp
  -- the time step and the ground-state energy cancel in the growth exponent
  have he : τ * (E₀ - k / τ * x n - E₀) = -(k * x n) := by
    linear_combination (-(x n)) * h
  rw [mul_div_cancel_left₀ _ hNt.ne', Real.log_exp, he, mul_assoc, ← Real.exp_add,
    mul_right_inj' hNt.ne', Real.exp_eq_exp, sub_eq_add_neg]

/-- For a nonzero time step and a positive target, all positive controlled populations reach the
target in the long run exactly when all solutions of the linear recurrence tend to zero. -/
theorem regulation_iff_decay (d : ℕ) (E₀ k : ℝ) {τ Nt : ℝ} (hτ : τ ≠ 0) (hNt : 0 < Nt) :
    (∀ N : ℕ → ℝ, (∀ n, 0 < N n) → IsControlled d E₀ τ k Nt N → Tendsto N atTop (𝓝 Nt)) ↔
      ∀ x : ℕ → ℝ, IsFeedback d k x → Tendsto x atTop (𝓝 0) := by
  constructor
  · intro h x hx
    have h1 := (h (fun n => Nt * Real.exp (x n)) (fun n => mul_pos hNt (Real.exp_pos _))
      ((controlled_iff_feedback d E₀ k hτ hNt x).2 hx)).div_const Nt
    rw [div_self hNt.ne'] at h1
    have h2 := h1.log one_ne_zero
    rw [Real.log_one] at h2
    refine h2.congr fun n => ?_

    rw [mul_div_cancel_left₀ _ hNt.ne', Real.log_exp]
  · intro h N hN hc
    -- write the population through its logarithmic deviation
    obtain ⟨x, rfl⟩ : ∃ x : ℕ → ℝ, N = fun n => Nt * Real.exp (x n) := by
      refine ⟨fun n => Real.log (N n / Nt), funext fun n => ?_⟩
      have hne := hNt.ne'
      rw [Real.exp_log (div_pos (hN n) hNt)]
      field_simp
    have hx := h x ((controlled_iff_feedback d E₀ k hτ hNt x).1 hc)
    have h1 := ((Real.continuous_exp.tendsto 0).comp hx).const_mul Nt
    rw [Real.exp_zero, mul_one] at h1
    exact h1

/-- One delayed feedback step lowers the quadratic form `storage` by `k (1 - k) (2 + k) a ^ 2`. -/
theorem storage_step (k a b : ℝ) :
    storage k b (b - k * a) = storage k a b - k * (1 - k) * (2 + k) * a ^ 2 := by
  unfold storage
  ring

/-- With one step of delay and `0 < k < 1`, every deviation dies out. -/
theorem delayed_decay {k : ℝ} (h0 : 0 < k) (h1 : k < 1) {x : ℕ → ℝ} (hx : IsFeedback 1 k x) :
    Tendsto x atTop (𝓝 0) := by
  obtain ⟨c, hc⟩ : ∃ c, c = k * (1 - k) * (2 + k) := ⟨_, rfl⟩
  have hcpos : 0 < c := by
    rw [hc]
    exact mul_pos (mul_pos h0 (by linarith)) (by linarith)
  obtain ⟨W, hW⟩ : ∃ W : ℕ → ℝ, ∀ n, W n = storage k (x n) (x (n + 1)) :=
    ⟨_, fun _ => rfl⟩
  have hstep : ∀ n, W (n + 1) = W n - c * x n ^ 2 := fun n => by
    have h : x (n + 1 + 1) = x (n + 1) - k * x n := hx n
    rw [hW, hW, h, storage_step, hc]
  -- the storage decreases and is nonnegative, so it converges
  have hanti : Antitone W := antitone_nat_of_succ_le fun n => by
    have := mul_nonneg hcpos.le (sq_nonneg (x n))
    rw [hstep]
    linarith
  have hbdd : BddBelow (Set.range W) := by
    refine ⟨0, ?_⟩
    rintro _ ⟨n, rfl⟩
    rw [hW]
    unfold storage
    positivity
  have hl := tendsto_atTop_ciInf hanti hbdd
  -- hence its losses, which are proportional to the squared deviation, vanish
  have hd := (hl.sub (hl.comp (tendsto_add_atTop_nat 1))).div_const c
  rw [sub_self, zero_div] at hd
  have hsq : Tendsto (fun n => x n ^ 2) atTop (𝓝 0) := hd.congr fun n => by
    change (W n - W (n + 1)) / c = x n ^ 2
    rw [hstep, sub_sub_cancel, mul_div_cancel_left₀ _ hcpos.ne']
  have hs := (Real.continuous_sqrt.tendsto 0).comp hsq
  rw [Real.sqrt_zero] at hs
  exact (tendsto_zero_iff_abs_tendsto_zero x).2 (hs.congr fun n => Real.sqrt_sq_eq_abs (x n))

/-- With one step of delay and `k ≥ 1`, a deviation that dies out was zero in its first two
steps. -/
theorem delayed_persistence {k : ℝ} (hk : 1 ≤ k) {x : ℕ → ℝ} (hx : IsFeedback 1 k x)
    (hlim : Tendsto x atTop (𝓝 0)) : x 0 = 0 ∧ x 1 = 0 := by
  obtain ⟨Q, hQ⟩ : ∃ Q : ℕ → ℝ, ∀ n, Q n = x (n + 1) ^ 2 - x (n + 1) * x n + k * x n ^ 2 :=
    ⟨_, fun _ => rfl⟩
  have hnn : ∀ n, 0 ≤ Q n := fun n => by
    rw [hQ]
    nlinarith [sq_nonneg (x (n + 1) - x n / 2), mul_nonneg (sub_nonneg.2 hk) (sq_nonneg (x n)),
      sq_nonneg (x n)]
  -- this form is multiplied by `k` in each step
  have hstep : ∀ n, Q (n + 1) = k * Q n := fun n => by
    have h : x (n + 1 + 1) = x (n + 1) - k * x n := hx n
    rw [hQ, hQ, h]
    ring
  have hmono : Monotone Q := monotone_nat_of_le_succ fun n => by
    rw [hstep]
    nlinarith [mul_nonneg (sub_nonneg.2 hk) (hnn n)]
  have hs : Tendsto (fun n => x (n + 1)) atTop (𝓝 0) := hlim.comp (tendsto_add_atTop_nat 1)
  have ht := ((hs.pow 2).sub (hs.mul hlim)).add ((hlim.pow 2).const_mul k)
  have e : (0 : ℝ) ^ 2 - 0 * 0 + k * 0 ^ 2 = 0 := by ring
  rw [e] at ht
  have hQ0 : Q 0 ≤ 0 :=
    ge_of_tendsto' (ht.congr fun n => (hQ n).symm) fun n => hmono (Nat.zero_le n)
  have h0 : x 1 ^ 2 - x 1 * x 0 + k * x 0 ^ 2 ≤ 0 := (hQ 0).symm.trans_le hQ0
  have hk0 := mul_nonneg (sub_nonneg.2 hk) (sq_nonneg (x 0))
  constructor
  · have : x 0 ^ 2 = 0 := by nlinarith [sq_nonneg (x 1 - x 0 / 2), sq_nonneg (x 0)]
    exact pow_eq_zero_iff two_ne_zero |>.1 this
  · have : x 1 ^ 2 = 0 := by nlinarith [sq_nonneg (x 0 - x 1 / 2), sq_nonneg (x 1)]
    exact pow_eq_zero_iff two_ne_zero |>.1 this

/-- With one step of delay, all deviations die out if and only if `0 < k < 1`. -/
theorem delayed_iff (k : ℝ) :
    (∀ x : ℕ → ℝ, IsFeedback 1 k x → Tendsto x atTop (𝓝 0)) ↔ 0 < k ∧ k < 1 := by
  refine ⟨fun h => ?_, fun hk x hx => delayed_decay hk.1 hk.2 hx⟩
  have hp : IsFeedback 1 k (probe k) := fun n => rfl
  have hlim := h _ hp
  constructor
  · by_contra hk
    have hk' : k ≤ 0 := not_lt.1 hk
    -- without restoring feedback the probe never falls below its initial value
    have hge : ∀ n, 1 ≤ probe k n ∧ probe k n ≤ probe k (n + 1) := by
      intro n
      induction n with
      | zero => exact ⟨le_refl (1 : ℝ), le_refl (1 : ℝ)⟩
      | succ n ih =>
        have hn : probe k (n + 1 + 1) = probe k (n + 1) - k * probe k n := hp n
        refine ⟨ih.1.trans ih.2, ?_⟩
        rw [hn]
        nlinarith [mul_nonneg (neg_nonneg.2 hk') (zero_le_one.trans ih.1)]
    have : (1 : ℝ) ≤ 0 := ge_of_tendsto' hlim fun n => (hge n).1
    linarith
  · by_contra hk
    have h0 : (1 : ℝ) = 0 := (delayed_persistence (not_lt.1 hk) hp hlim).1
    exact one_ne_zero h0

/-- Without delay, all deviations die out if and only if `0 < k < 2`. -/
theorem undelayed_iff (k : ℝ) :
    (∀ x : ℕ → ℝ, IsFeedback 0 k x → Tendsto x atTop (𝓝 0)) ↔ 0 < k ∧ k < 2 := by
  constructor
  · intro h
    have hlim := h (fun n => (1 - k) ^ n) fun n => by
      change (1 - k) ^ (n + 1) = (1 - k) ^ n - k * (1 - k) ^ n
      ring
    have ha := abs_lt.1 (tendsto_pow_atTop_nhds_zero_iff.1 hlim)
    exact ⟨by linarith [ha.2], by linarith [ha.1]⟩
  · rintro ⟨h0, h2⟩ x hx
    have hsol : ∀ n, (1 - k) ^ n * x 0 = x n := by
      intro n
      induction n with
      | zero => rw [pow_zero, one_mul]
      | succ n ih =>
        have h : x (n + 1) = x n - k * x n := hx n
        rw [h, ← ih]
        ring
    have ha : |1 - k| < 1 := abs_lt.2 ⟨by linarith, by linarith⟩
    have ht := (tendsto_pow_atTop_nhds_zero_iff.2 ha).mul_const (x 0)
    rw [zero_mul] at ht
    exact ht.congr hsol

/-- For a nonzero time step and a positive target, feedback delayed by one step brings every
positive population to the target if and only if `0 < k < 1`; undelayed feedback does so if and
only if `0 < k < 2`. -/
theorem delay_halves_stable_range (E₀ k : ℝ) {τ Nt : ℝ} (hτ : τ ≠ 0) (hNt : 0 < Nt) :
    ((∀ N : ℕ → ℝ, (∀ n, 0 < N n) → IsControlled 1 E₀ τ k Nt N → Tendsto N atTop (𝓝 Nt)) ↔
      0 < k ∧ k < 1) ∧
    ((∀ N : ℕ → ℝ, (∀ n, 0 < N n) → IsControlled 0 E₀ τ k Nt N → Tendsto N atTop (𝓝 Nt)) ↔
      0 < k ∧ k < 2) :=
  ⟨(regulation_iff_decay 1 E₀ k hτ hNt).trans (delayed_iff k),
    (regulation_iff_decay 0 E₀ k hτ hNt).trans (undelayed_iff k)⟩

end

end DelayedPopulationFeedback
```

```lean
#print axioms DelayedPopulationFeedback.delay_halves_stable_range
```

```
'DelayedPopulationFeedback.delay_halves_stable_range' depends on axioms: [propext, Classical.choice, Quot.sound]
```

## The population model

`grow` multiplies the population by exp(τ(E_T − E₀)) in an imaginary-time step τ, in units with ħ = 1, where E_T is the trial energy and E₀ the ground-state energy. `trialEnergy` sets E_T from a population N and the target Nt:

E_T = E₀ − (k/τ) log(N/Nt).

The dimensionless k is the fraction of the logarithmic deviation that one undelayed step removes. `IsControlled d` says that the step from n+d to n+d+1 uses the population at n, so d is the delay.

The final theorem, `delay_halves_stable_range`, treats d = 1 and d = 0 for any real E₀ and k, nonzero τ and positive Nt. "Every population" means every positive real sequence obeying the law, with any positive starting values: two for d = 1, one for d = 0. `Tendsto N atTop (𝓝 Nt)` is convergence to the target.

The model describes a mean population that has relaxed to the ground state, so that its growth at a given trial energy is set by E₀ alone. The formula for the trial energy also contains E₀, which a calculation has to estimate. A constant estimate E′ in its place leaves both stable ranges unchanged, but the population then settles at Nt exp(τ(E′ − E₀)/k) instead of Nt. The model has no branching noise, integer walker numbers or excited-state transients.

## From populations to a linear recurrence

Let x(n) = log(N(n)/Nt). Inserting the trial energy into the growth law gives

N(n+d+1) = N(n+d) exp(−k x(n)).

Dividing by Nt and taking logarithms yields

x(n+d+1) = x(n+d) − k x(n).

No linearisation is involved. `controlled_iff_feedback` proves this equivalence by cancelling τ and E₀ in the exponent and using the injectivity of exp. `regulation_iff_decay` adds that N → Nt exactly when x → 0, by continuity of exp and log.

Without delay, x(n) = (1−k)ⁿ x(0). All solutions decay exactly when |1−k| < 1, that is, 0 < k < 2. `undelayed_iff` obtains the formula by induction and uses the limit criterion for powers.

## Stability with one step of delay

Write a = x(n) and b = x(n+1), so that the next deviation is b − ka. The form `storage` is

S(a,b) = b² + ka² + k(b−a)² = (1+k)b² − 2kab + 2ka².

After one step it is

S(b, b−ka) = (b−ka)² + kb² + k³a² = (1+k)b² − 2kab + (k²+k³)a².

The loss is therefore

S(a,b) − S(b, b−ka) = k(2−k−k²)a² = k(1−k)(2+k)a².

This is `storage_step`, checked by `ring`. For 0 < k < 1, S is nonnegative and never increases, so it converges. Its losses then tend to zero, and with them x(n)². `delayed_decay` follows this argument, using `tendsto_atTop_ciInf` for the convergence and a square root to pass from x(n)² to |x(n)|.

For k ≥ 1, take instead

Q(a,b) = b² − ab + ka² = (b − a/2)² + (k − 1/4)a².

It is positive unless a = b = 0, and substitution gives Q(b, b−ka) = kQ(a,b), so Q never decreases. If x → 0, then Q → 0, which forces Q = 0 at the start and hence x(0) = x(1) = 0. This is `delayed_persistence`; `nlinarith` supplies the inequalities that come from completing squares.

For k ≤ 0, the solution `probe` starts from 1, 1. Each step adds −k x(n) ≥ 0, so it never falls below 1. `delayed_iff` proves this by induction, and uses the same `probe` to rule out k ≥ 1. The final theorem joins the two recurrence criteria to `regulation_iff_decay`.

## Two strengths worked by hand

With one step of delay, k = 1/2 and starting deviations 1, 1, the sequence is

1, 1, 1/2, 0, −1/4, −1/4, −1/8, 0, 1/16, …

It is multiplied by −1/4 every four steps. In the first step S falls from 3/2 to 7/8, and the loss 5/8 equals k(1−k)(2+k).

At k = 1 the same start gives

1, 1, 0, −1, −1, 0, 1, 1, …

The population cycles for ever between e·Nt and Nt/e, whereas undelayed feedback of the same strength reaches the target in one step.

## An extinct population

The trial-energy formula has no meaning at N = 0, where its logarithm is undefined. Lean assigns log 0 the value 0, which makes the growth factor a finite number, and zero times that factor is zero. The history N(n) = 0 therefore formally satisfies `IsControlled` for every k, yet it never approaches the positive target. If the formal statements only required populations to be nonnegative, both equivalences of the final theorem would therefore fail for k in the stable ranges.
